# For low levels of a finite square well, a box widened by two penetration depths has only a third-order wavenumber error

Replace a deep finite well by a hard-walled box of the same width and every level comes out too high; widen the box to let the wave leak into the walls, and without an error bound you still don't know how far off the levels are, or in which direction. The file below settles both questions for levels in the lowest quarter of the well, when each wall is moved outward by the decay length that a wave would have at the energy of the well's bottom.

```lean
import Mathlib

open Real Set

namespace DeepFiniteWell

noncomputable section

/-- Level condition for the wavenumber `k` of the `n`-th bound state in a well of width `a` and
depth `k0 ^ 2 / 2` (units `ħ = m = 1`), for `a > 0` and `0 < k < k0`. -/
def IsLevel (a k0 : ℝ) (n : ℕ) (k : ℝ) : Prop :=
  k * a = n * π - 2 * arcsin (k / k0)

/-- The interior wave `sin (k x + δ)` has the logarithmic derivatives of decaying exponential tails
at the walls `x = 0` and `x = a`, written without division, for `0 < k < k0`. -/
def Matches (a k0 k δ : ℝ) : Prop :=
  k * cos δ = √(k0 ^ 2 - k ^ 2) * sin δ ∧
    k * cos (k * a + δ) = -(√(k0 ^ 2 - k ^ 2) * sin (k * a + δ))

/-- Width of the well enlarged by two penetration depths `1 / k0`, for `k0 > 0`. -/
def effWidth (a k0 : ℝ) : ℝ := a + 2 / k0

/-- Wavenumber of the `n`-th state of the hard-walled box of width `effWidth a k0`, for `a > 0`, `k0
> 0` and `n ≥ 1`. -/
def boxWavenumber (a k0 : ℝ) (n : ℕ) : ℝ := n * π / effWidth a k0

/-- Below the rim of the well, the interior wave can be matched to decaying tails at both walls
exactly when its wavenumber satisfies the level condition for some `n`. -/
theorem matches_iff_level {a k0 k : ℝ} (ha : 0 < a) (hk : 0 < k) (hkk : k < k0) :
    (∃ δ, Matches a k0 k δ) ↔ ∃ n : ℕ, IsLevel a k0 n k := by
  have hk0 : 0 < k0 := hk.trans hkk
  have hx : 0 < k / k0 := div_pos hk hk0
  have hx1 : k / k0 ≤ 1 := (div_le_one hk0).2 hkk.le
  -- k and the decay constant are the legs of a right triangle with hypotenuse k0
  have hs : k = k0 * sin (arcsin (k / k0)) := by
    rw [Real.sin_arcsin (by linarith) hx1]
    field_simp
  have hc : √(k0 ^ 2 - k ^ 2) = k0 * cos (arcsin (k / k0)) := by
    have e : k0 ^ 2 - k ^ 2 = k0 ^ 2 * (1 - (k / k0) ^ 2) := by field_simp
    rw [Real.cos_arcsin, e, Real.sqrt_mul (sq_nonneg _), Real.sqrt_sq hk0.le]
  have h0 : 0 ≤ arcsin (k / k0) := Real.arcsin_nonneg.2 hx.le
  unfold Matches IsLevel
  generalize arcsin (k / k0) = θ at hs hc h0 ⊢
  constructor
  · rintro ⟨δ, h1, h2⟩
    have e1 : k0 * sin (θ - δ) = 0 := by
      rw [Real.sin_sub]
      linear_combination h1 - cos δ * hs + sin δ * hc
    have e2 : k0 * sin (k * a + δ + θ) = 0 := by
      rw [Real.sin_add (k * a + δ) θ]
      linear_combination h2 - cos (k * a + δ) * hs - sin (k * a + δ) * hc
    obtain ⟨m, hm⟩ := Real.sin_eq_zero_iff.1 ((mul_eq_zero.1 e1).resolve_left hk0.ne')
    obtain ⟨l, hl⟩ := Real.sin_eq_zero_iff.1 ((mul_eq_zero.1 e2).resolve_left hk0.ne')
    have hpos : 0 < ((m : ℝ) + l) * π := by
      linarith [mul_pos hk ha]
    have hml : (0 : ℝ) < (m : ℝ) + l := (mul_pos_iff_of_pos_right Real.pi_pos).1 hpos
    have hml' : 0 < m + l := by exact_mod_cast hml
    obtain ⟨n, hn⟩ := Int.eq_ofNat_of_zero_le hml'.le
    have hn' : (m : ℝ) + l = n := by exact_mod_cast hn
    refine ⟨n, ?_⟩
    rw [← hn']
    linear_combination -hm - hl
  · rintro ⟨n, hn⟩
    have e : sin (k * a + θ + θ) = 0 := by
      have : k * a + θ + θ = n * π := by linarith
      rw [this, Real.sin_nat_mul_pi]
    rw [Real.sin_add (k * a + θ) θ] at e
    exact ⟨θ, by linear_combination cos θ * hs - sin θ * hc,
      by linear_combination k0 * e + cos (k * a + θ) * hs + sin (k * a + θ) * hc⟩

theorem arcsin_half : arcsin (1 / 2) = π / 6 := by
  rw [← Real.sin_pi_div_six, Real.arcsin_sin] <;> linarith [Real.pi_pos]

/-- The `n`-th level exists with `0 < k ≤ k0 / 2` exactly when `n ≥ 1` and the well is deep
or wide enough that `n π ≤ a k0 / 2 + π / 3`. -/
theorem exists_deep_level_iff {a k0 : ℝ} (ha : 0 < a) (hk0 : 0 < k0) (n : ℕ) :
    (∃ k, 0 < k ∧ k ≤ k0 / 2 ∧ IsLevel a k0 n k) ↔
      1 ≤ n ∧ n * π ≤ a * k0 / 2 + π / 3 := by
  unfold IsLevel
  constructor
  · rintro ⟨k, hk, hk2, h⟩
    have h0 : 0 ≤ arcsin (k / k0) := Real.arcsin_nonneg.2 (div_pos hk hk0).le
    have h1 : arcsin (k / k0) ≤ π / 6 := by
      rw [← arcsin_half]
      exact Real.monotone_arcsin ((div_le_iff₀ hk0).2 (by linarith))
    constructor
    · rcases Nat.eq_zero_or_pos n with hn | hn
      · subst hn
        have := mul_pos hk ha
        norm_num at h
        linarith
      · exact hn
    · nlinarith [mul_le_mul_of_nonneg_right hk2 ha.le]
  · rintro ⟨hn, hb⟩
    have hnpos : 0 < (n : ℝ) * π := mul_pos (by exact_mod_cast hn) Real.pi_pos
    have hcont : Continuous (fun k : ℝ => k * a + 2 * arcsin (k / k0)) :=
      (continuous_id.mul continuous_const).add
        (continuous_const.mul (Real.continuous_arcsin.comp (continuous_id.div_const k0)))
    have hhalf : k0 / 2 / k0 = 1 / 2 := by field_simp
    -- the accumulated phase grows continuously from zero to its value at k0 / 2
    have hmem : (n : ℝ) * π ∈ Icc ((0 : ℝ) * a + 2 * arcsin (0 / k0))
        (k0 / 2 * a + 2 * arcsin (k0 / 2 / k0)) := by
      rw [hhalf, arcsin_half, zero_div, Real.arcsin_zero]
      constructor <;> linarith
    obtain ⟨k, hk, hkn⟩ :=
      intermediate_value_Icc (by positivity : (0 : ℝ) ≤ k0 / 2) hcont.continuousOn hmem
    have hkn' : k * a + 2 * arcsin (k / k0) = n * π := hkn
    refine ⟨k, lt_of_le_of_ne hk.1 ?_, hk.2, by linarith⟩
    intro hz
    rw [← hz, zero_div, Real.arcsin_zero] at hkn'
    linarith

theorem hasDerivAt_sin_cubic (c t : ℝ) :
    HasDerivAt (fun s => s - (sin s + c * sin s ^ 3))
      (1 - (cos t + c * (3 * sin t ^ 2 * cos t))) t := by
  have h := (hasDerivAt_id' t).fun_sub ((Real.hasDerivAt_sin t).fun_add
    (((Real.hasDerivAt_sin t).fun_pow 3).const_mul c))
  exact h.congr_deriv (by push_cast; ring)

/-- For `0 ≤ x ≤ 1/2` the arcsine exceeds `x` by at least `x³/6` and at most `x³/4`. -/
theorem arcsin_cubic_bounds {x : ℝ} (hx : 0 ≤ x) (hx2 : x ≤ 1 / 2) :
    x + x ^ 3 / 6 ≤ arcsin x ∧ arcsin x ≤ x + x ^ 3 / 4 := by
  have hs : sin (arcsin x) = x := Real.sin_arcsin (by linarith) (by linarith)
  have h0 : 0 ≤ arcsin x := Real.arcsin_nonneg.2 hx
  have h6 : arcsin x ≤ π / 6 := by
    rw [← arcsin_half]
    exact Real.monotone_arcsin hx2
  constructor
  · have hm : Monotone (fun s : ℝ => s - (sin s + 1 / 6 * sin s ^ 3)) := by
      refine monotone_of_deriv_nonneg
        (fun t => (hasDerivAt_sin_cubic (1 / 6) t).differentiableAt) (fun t => ?_)
      rw [(hasDerivAt_sin_cubic (1 / 6) t).deriv]
      have e : 1 - (cos t + 1 / 6 * (3 * sin t ^ 2 * cos t))
          = (1 - cos t) ^ 2 * (2 + cos t) / 2 := by
        rw [Real.sin_sq]
        ring
      rw [e]
      exact div_nonneg (mul_nonneg (sq_nonneg _) (by linarith [Real.neg_one_le_cos t]))
        (by norm_num)
    have h := hm h0
    simp only [hs, Real.sin_zero] at h
    linarith
  · have hm : AntitoneOn (fun s : ℝ => s - (sin s + 1 / 4 * sin s ^ 3)) (Icc 0 (π / 6)) := by
      refine antitoneOn_of_deriv_nonpos (convex_Icc _ _)
        (fun t _ => (hasDerivAt_sin_cubic (1 / 4) t).continuousAt.continuousWithinAt)
        (fun t _ => (hasDerivAt_sin_cubic (1 / 4) t).differentiableAt.differentiableWithinAt)
        (fun t ht => ?_)
      have ht' := interior_subset ht
      have ht1 : t ≤ 0.53 := by linarith [ht'.2, Real.pi_lt_d2]
      -- on this range the cosine stays above 4/5
      have hc : 4 / 5 ≤ cos t := by
        nlinarith [Real.one_sub_sq_div_two_le_cos (x := t), ht'.1]
      rw [(hasDerivAt_sin_cubic (1 / 4) t).deriv]
      have hp : 0 ≤ (1 - cos t) * (3 / 4 * cos t * (1 + cos t) - 1) :=
        mul_nonneg (by linarith [Real.cos_le_one t]) (by nlinarith)
      have e : 1 - (cos t + 1 / 4 * (3 * sin t ^ 2 * cos t))
          = -((1 - cos t) * (3 / 4 * cos t * (1 + cos t) - 1)) := by
        rw [Real.sin_sq]
        ring
      rw [e]
      linarith
    have h := hm ⟨le_refl 0, by positivity⟩ ⟨h0, h6⟩ h0
    simp only [hs, Real.sin_zero] at h
    linarith

theorem effWidth_pos {a k0 : ℝ} (ha : 0 < a) (hk0 : 0 < k0) : 0 < effWidth a k0 := by
  unfold effWidth
  positivity

/-- The wavenumber error of the widened box, times its width, is exactly twice the difference
between `arcsin (k / k0)` and `k / k0`. -/
theorem widened_box_error {a k0 k : ℝ} {n : ℕ} (ha : 0 < a) (hk0 : 0 < k0)
    (h : IsLevel a k0 n k) :
    effWidth a k0 * (boxWavenumber a k0 n - k) = 2 * (arcsin (k / k0) - k / k0) := by
  have hL := (effWidth_pos ha hk0).ne'
  have e1 : effWidth a k0 * boxWavenumber a k0 n = n * π := by
    unfold boxWavenumber
    field_simp
  have e2 : effWidth a k0 * k = k * a + 2 * (k / k0) := by
    unfold effWidth
    ring
  unfold IsLevel at h
  linear_combination e1 - e2 - h

/-- For a level with `0 < k ≤ k0 / 2`, the wavenumber of the box widened by two penetration depths
is too large by an amount which, multiplied by the width of that box, lies between `(k / k0) ^ 3 /
3` and `(k / k0) ^ 3 / 2`. -/
theorem widened_box_cubic {a k0 k : ℝ} {n : ℕ} (ha : 0 < a) (hk0 : 0 < k0)
    (hk : 0 < k) (hk2 : k ≤ k0 / 2) (h : IsLevel a k0 n k) :
    (k / k0) ^ 3 / 3 ≤ effWidth a k0 * (boxWavenumber a k0 n - k) ∧
      effWidth a k0 * (boxWavenumber a k0 n - k) ≤ (k / k0) ^ 3 / 2 := by
  rw [widened_box_error ha hk0 h]
  obtain ⟨h1, h2⟩ := arcsin_cubic_bounds (div_pos hk hk0).le
    ((div_le_iff₀ hk0).2 (by linarith) : k / k0 ≤ 1 / 2)
  constructor <;> linarith

/-- Two-sided bounds on the energy error of the widened box, multiplied by its width, for a
level with `0 < k ≤ k0 / 2`; energies are measured from the bottom of the well. -/
theorem widened_box_energy {a k0 k : ℝ} {n : ℕ} (ha : 0 < a) (hk0 : 0 < k0)
    (hk : 0 < k) (hk2 : k ≤ k0 / 2) (h : IsLevel a k0 n k) :
    k * ((k / k0) ^ 3 / 3) ≤ effWidth a k0 * (boxWavenumber a k0 n ^ 2 / 2 - k ^ 2 / 2) ∧
      effWidth a k0 * (boxWavenumber a k0 n ^ 2 / 2 - k ^ 2 / 2) ≤
        boxWavenumber a k0 n * ((k / k0) ^ 3 / 2) := by
  obtain ⟨h1, h2⟩ := widened_box_cubic ha hk0 hk hk2 h
  have hL := effWidth_pos ha hk0
  have hx : 0 < (k / k0) ^ 3 := pow_pos (div_pos hk hk0) 3
  have hK : 0 < boxWavenumber a k0 n - k :=
    (mul_pos_iff_of_pos_left hL).1 (by linarith)
  -- the energy error is the wavenumber error times the mean wavenumber
  have hD := mul_nonneg (mul_nonneg hL.le hK.le) hK.le
  have hlow := mul_le_mul_of_nonneg_left h1 hk.le
  have hupp := mul_le_mul_of_nonneg_left h2 (by linarith : 0 ≤ boxWavenumber a k0 n)
  constructor <;> nlinarith

end

end DeepFiniteWell
```

```lean
#print axioms DeepFiniteWell.matches_iff_level
-- 'DeepFiniteWell.matches_iff_level' depends on axioms: [propext, Classical.choice, Quot.sound]
#print axioms DeepFiniteWell.exists_deep_level_iff
-- 'DeepFiniteWell.exists_deep_level_iff' depends on axioms: [propext, Classical.choice, Quot.sound]
#print axioms DeepFiniteWell.widened_box_cubic
-- 'DeepFiniteWell.widened_box_cubic' depends on axioms: [propext, Classical.choice, Quot.sound]
#print axioms DeepFiniteWell.widened_box_energy
-- 'DeepFiniteWell.widened_box_energy' depends on axioms: [propext, Classical.choice, Quot.sound]
```

## The bound and its range

The well has width a, and k0 > 0 fixes its depth: in units ħ = m = 1 the depth is k0²/2, so k0 is the wavenumber of a free particle whose energy equals the height of the rim. A level has wavenumber k inside the well and energy k²/2 above the bottom. Write

x = k/k0, L = a + 2/k0, K = nπ/L.

L is the width of the enlarged box and K is the wavenumber of its n-th state. The theorem `widened_box_cubic` says that, for a > 0 and every level with 0 < k ≤ k0/2,

x³/3 ≤ L(K − k) ≤ x³/2.

The lower bound is positive, so the widened box still overestimates the wavenumber. The upper bound shows that the overestimate, multiplied by L, is no larger than third order in x.

The condition k ≤ k0/2 means that the energy is at most a quarter of the well depth. The index n is a natural number, and n ≥ 1 isn't assumed, because a positive k rules out n = 0.

Such levels do exist in suitable wells. By `exists_deep_level_iff`, the n-th level with 0 < k ≤ k0/2 exists exactly when

n ≥ 1 and nπ ≤ a k0/2 + π/3.

For the ground state, n = 1, this requires a k0 ≥ 4π/3.

Finally, `widened_box_energy` carries the estimate over to energies:

k x³/3 ≤ L(K²/2 − k²/2) ≤ K x³/2.

## From the matched wave to the level condition

Let z be the position, with walls at z = 0 and z = a; the docstring of `Matches` calls it x, a letter that stands for k/k0 in this text. The potential is zero between the walls and k0²/2 outside. The interior wave is sin(kz + δ) with a phase δ, and outside the wave decays with the constant

κ = √(k0² − k²).

The decay length is 1/κ, which approaches 1/k0 for levels far below the rim. That limiting value is the penetration depth added on each side in `effWidth`, the Lean name for L; `boxWavenumber` is K.

Continuity of the wave and its slope requires the logarithmic derivative to be κ at the left wall and −κ at the right wall. Multiplying out the denominators gives the two equations in `Matches`:

k cos δ = κ sin δ

k cos(ka + δ) = −κ sin(ka + δ).

`IsLevel a k0 n k` states the level condition:

ka = nπ − 2 arcsin(k/k0).

The theorem `matches_iff_level` connects the two. For a > 0 and 0 < k < k0, some phase δ satisfies both matching equations exactly when k is a level for some n.

To see this by hand, set θ = arcsin(k/k0). Then k = k0 sin θ and κ = k0 cos θ, and the matching equations become

sin(θ − δ) = 0 and sin(ka + δ + θ) = 0.

Hence θ − δ = mπ and ka + δ + θ = lπ for integers m and l. Adding them gives ka + 2θ = (m + l)π. The left side is positive, so m + l is a positive integer n, and this is the level condition. In the other direction, the choice δ = θ satisfies both equations. The Lean proof follows the same route: `hs` and `hc` express k and κ through θ, `e1` and `e2` are the two sine equations, and `Real.sin_eq_zero_iff` supplies the integers.

The formalisation starts from the matching equations. It doesn't construct a Hamiltonian or derive the form of the wave from the Schrödinger equation. For one particle in a one-dimensional symmetric well with flat potentials and the same mass inside and outside, the result bounds the error of using a widened hard-wall box for the low levels.

## Why a low level exists

The function

f(k) = ka + 2 arcsin(k/k0)

is continuous, starts at f(0) = 0, and reaches f(k0/2) = a k0/2 + π/3, because arcsin(1/2) = π/6. If n ≥ 1 and nπ lies between these values, the intermediate value theorem gives a k with f(k) = nπ. This k isn't zero, since nπ > 0.

Conversely, a level with 0 < k ≤ k0/2 has ka ≤ a k0/2 and arcsin(k/k0) ≤ π/6, which gives the stated upper limit on nπ. Since f(k) > 0, n can't be zero. In Lean, `arcsin_half` provides the endpoint value and `intermediate_value_Icc` provides the solution.

## The linear term cancels exactly

The level condition and the definition of K give

LK = nπ = ka + 2 arcsin x.

The definition of L gives

Lk = ka + 2k/k0 = ka + 2x.

Subtracting,

L(K − k) = 2(arcsin x − x).

This is an identity, with no expansion in it, and it is the content of `widened_box_error`. Its facts `e1` and `e2` are the formulas for LK and Lk, and `linear_combination` subtracts them using the level condition. Without the widening, the corresponding error is a(nπ/a − k) = 2 arcsin x, which is of first order in x. The added width 2/k0 removes precisely the linear part.

## Two cubic bounds on the arcsine

It remains to show that, for 0 ≤ x ≤ 1/2,

x + x³/6 ≤ arcsin x ≤ x + x³/4.

Put t = arcsin x, so that x = sin t and 0 ≤ t ≤ π/6. For a constant c, consider

g(t) = t − sin t − c sin³t.

It vanishes at t = 0, and its derivative, computed in `hasDerivAt_sin_cubic`, is

g′(t) = 1 − cos t − 3c sin²t cos t.

For c = 1/6, replacing sin²t by 1 − cos²t and factoring gives

g′(t) = (1 − cos t)²(2 + cos t)/2 ≥ 0.

So g increases from zero, which gives t ≥ sin t + sin³t/6. This is the lower bound.

For c = 1/4, the same replacement gives

g′(t) = −(1 − cos t)(¾ cos t (1 + cos t) − 1).

On the interval in question t ≤ 0.53, and cos t ≥ 1 − t²/2 then yields cos t ≥ 4/5. The last bracket is therefore at least

¾ · (4/5) · (9/5) − 1 = 0.08,

which is positive. So g′ ≤ 0, g decreases from zero, and t ≤ sin t + sin³t/4. This is the upper bound.

The theorem `arcsin_cubic_bounds` contains both arguments. `monotone_of_deriv_nonneg` handles the first function on the whole real line, and `antitoneOn_of_deriv_nonpos` handles the second on the interval from 0 to π/6. In each half, the equation `e` is the factorisation above, and comparing the values at 0 and arcsin x finishes the estimate.

Subtracting x and doubling gives

x³/3 ≤ 2(arcsin x − x) ≤ x³/2.

By the exact identity, the middle expression is L(K − k). The proof of `widened_box_cubic` does just this: it rewrites with `widened_box_error` and applies the arcsine bounds at k/k0.

## From wavenumbers to energies

The energy error factors as

K²/2 − k²/2 = (K − k)(K + k)/2.

The lower wavenumber bound shows K > k, so the mean wavenumber (K + k)/2 lies between k and K. Multiplying by L therefore gives

k L(K − k) ≤ L(K²/2 − k²/2) ≤ K L(K − k).

Inserting x³/3 on the left and x³/2 on the right produces the energy bounds. In the proof of `widened_box_energy`, `hK` records that K − k is positive, `hD` says that L(K − k)² is nonnegative, and `hlow` and `hupp` are the wavenumber bounds multiplied by k and K. The final `nlinarith` combines them.
